# For a fixed number of ideal π pulses that refocus at a fixed time, CPMG spacing minimises $\int F^2$, the dephasing integral of Brownian frequency noise

Take two ideal π pulses in a time $T$. Let $F$ be the integral of the toggling sign: it starts at $0$ with slope $1$, and each pulse reverses the slope. Call the three interval lengths $\tau_0,\tau_1,\tau_2$. Refocusing, $F(T)=0$, requires $\tau_0-\tau_1+\tau_2=0$, so $\tau_1=T/2$ and $\tau_0+\tau_2=T/2$. One freedom remains. $F$ runs through $0,\ \tau_0,\ -\tau_2,\ 0$, and each straight piece between zero and height $h$ contributes $h^3/3$:

$$\int_0^T F^2\,dx=\tfrac23(\tau_0^3+\tau_2^3).$$

By convexity this is smallest at $\tau_0=\tau_2=T/4$, where it equals $T^3/48$. These lengths, $T/4,\,T/2,\,T/4$, are the Carr–Purcell–Meiboom–Gill (CPMG) spacing. For $n$ pulses the end intervals are $T/(2n)$, the interior ones $T/n$, and the minimum is $T^3/(12n^2)$.

The integral measures dephasing as follows. If the frequency offset $\omega$ is Brownian, with increments of variance $D\,dx$ in a time $dx$, the accumulated phase is $\int F'\omega\,dx=-\int F\,d\omega$, because $F$ vanishes at both ends. Its variance is $D\int F^2dx$. This step from noise to integral is made here in prose; the Lean file starts from $\int F^2$. The result applies, for instance, to spin echoes under free diffusion in a steady, uniform field gradient, with instantaneous, error-free pulses. There $D$ is $2\gamma^2G^2$ times the diffusion coefficient, where $\gamma$ is the gyromagnetic ratio and $G$ the field gradient. Noise with another spectrum may favour another spacing.

## Pulse times and the zigzag function

```lean
import Mathlib

open Finset

namespace OptimalRefocusing

noncomputable section

/-- `F` is the integrated toggling function of `n` ideal π pulses at times `t 1, ..., t n`: on
`[0, T]` it is continuous, zero at both ends, and straight with slopes `1, -1, 1, ...` on the
successive intervals. -/
structure IsEchoFilter (n : ℕ) (T : ℝ) (t : ℕ → ℝ) (F : ℝ → ℝ) : Prop where
  start : t 0 = 0
  total_time : t (n + 1) = T
  lt : ∀ j ≤ n, t j < t (j + 1)
  affine : ∀ j ≤ n, ∀ x ∈ Set.Icc (t j) (t (j + 1)), F x = F (t j) + (-1) ^ j * (x - t j)
  zero_start : F 0 = 0
  refocus : F T = 0
```

`IsEchoFilter n T t F` is a proposition about given data. The pulses occur at `t 1`, ..., `t n`, while `t 0` and `t (n + 1)` are the start and end of the sequence. The field `lt` makes every interval positive in length. The field `affine` says that for $t_j\le x\le t_{j+1}$,

$$F(x)=F(t_j)+(-1)^j(x-t_j).$$

Neighbouring closed intervals share an endpoint, so this also makes $F$ continuous on $[0,T]$. The last two fields are $F(0)=0$ and $F(T)=0$. Nothing here assumes $n\ge1$.

```lean
/-- The length of the `j`-th interval of free evolution. -/
def gap (t : ℕ → ℝ) (j : ℕ) : ℝ := t (j + 1) - t j
```

This is the interval length $\tau_j=t_{j+1}-t_j$, with $j=0,\dots,n$.

```lean
/-- The average of the values of `F` at the two ends of the `j`-th interval. -/
def mean (F : ℝ → ℝ) (t : ℕ → ℝ) (j : ℕ) : ℝ := (F (t j) + F (t (j + 1))) / 2
```

This is $\mu_j$, the average of the two end values. Since $F$ is straight on the interval, it is also the midpoint value.

```lean
/-- A penalty term for the `j`-th interval with reference length `2 a`. It vanishes if the interval
has length `2 a` and the mean of `F` there is zero. -/
def excess (F : ℝ → ℝ) (t : ℕ → ℝ) (a : ℝ) (j : ℕ) : ℝ :=
  gap t j * mean F t j ^ 2 + (gap t j - 2 * a) ^ 2 * (gap t j + 4 * a) / 12
```

For a reference length $2a$, the excess of interval $j$ is

$$\tau_j\mu_j^2+\frac{(\tau_j-2a)^2(\tau_j+4a)}{12}.$$

It penalises a zigzag that is off centre and an interval of the wrong length.

## One interval at a time

```lean
variable {n : ℕ} {T : ℝ} {t : ℕ → ℝ} {F : ℝ → ℝ}

/-- Over the `j`-th interval the filter changes by plus or minus the interval's length. -/
theorem phase_step (h : IsEchoFilter n T t F) {j : ℕ} (hj : j ≤ n) :
    F (t (j + 1)) = F (t j) + (-1) ^ j * gap t j :=
  h.affine j hj _ (Set.right_mem_Icc.2 (h.lt j hj).le)
```

Setting $x=t_{j+1}$ in `affine` gives $F(t_{j+1})=F(t_j)+(-1)^j\tau_j$.

```lean
/-- The integral of `F ^ 2` over one interval, from its length and the mean of `F` there. -/
theorem segment_integral (h : IsEchoFilter n T t F) {j : ℕ} (hj : j ≤ n) :
    ∫ x in t j..t (j + 1), F x ^ 2 = gap t j * (gap t j ^ 2 / 12 + mean F t j ^ 2) := by
  have e : ∀ x ∈ Set.uIcc (t j) (t (j + 1)),
      F x ^ 2 = (F (t j) + (-1) ^ j * (x - t j)) ^ 2 := fun x hx => by
    rw [Set.uIcc_of_le (h.lt j hj).le] at hx
    rw [h.affine j hj x hx]
  -- a primitive of F² is ±F³/3
  have key : ∫ x in t j..t (j + 1), (F (t j) + (-1) ^ j * (x - t j)) ^ 2
      = (-1) ^ j * (F (t j) + (-1) ^ j * (t (j + 1) - t j)) ^ 3 / 3
        - (-1) ^ j * (F (t j) + (-1) ^ j * (t j - t j)) ^ 3 / 3 :=
    intervalIntegral.integral_eq_sub_of_hasDerivAt
      (f := fun x => (-1 : ℝ) ^ j * (F (t j) + (-1) ^ j * (x - t j)) ^ 3 / 3)
      (fun x _ => by
        refine ((((((hasDerivAt_id' x).sub_const (t j)).const_mul ((-1 : ℝ) ^ j)).const_add
          (F (t j))).fun_pow 3).const_mul ((-1 : ℝ) ^ j)).div_const 3 |>.congr_deriv ?_
        show (-1 : ℝ) ^ j * (((3 : ℕ) : ℝ) * (F (t j) + (-1) ^ j * (x - t j)) ^ 2
          * ((-1) ^ j * 1)) / 3 = (F (t j) + (-1) ^ j * (x - t j)) ^ 2
        push_cast
        rcases neg_one_pow_eq_or ℝ j with hs | hs <;> rw [hs] <;> ring)
      (Continuous.intervalIntegrable (by fun_prop) _ _)
  rw [intervalIntegral.integral_congr (fun x hx => e x hx), key, mean, phase_step h hj, gap]
  rcases neg_one_pow_eq_or ℝ j with hs | hs <;> rw [hs] <;> ring
```

With $u$ measured from the midpoint, $F=\mu_j\pm u$, the cross term integrates to zero, and

$$\int_{-\tau_j/2}^{\tau_j/2}(\mu_j\pm u)^2du=\tau_j\left(\frac{\tau_j^2}{12}+\mu_j^2\right).$$

Lean reaches the same value through the primitive $(-1)^jF^3/3$ and the fundamental theorem of calculus (`key`). It then treats the signs $+1$ and $-1$ separately, and `ring` does the algebra.

```lean
/-- Refocusing needs at least one pulse. -/
theorem pulse_pos (h : IsEchoFilter n T t F) : 0 < n := by
  rcases Nat.eq_zero_or_pos n with rfl | hn
  · have s := phase_step h (le_refl 0)
    have p := h.lt 0 le_rfl
    rw [h.total_time, h.refocus, h.start, h.zero_start, pow_zero, gap] at s
    linarith [h.total_time]
  · exact hn
```

Without a pulse there is a single interval of slope $1$, so $F(T)=T>0$, which contradicts refocusing. Hence $n\ge1$ is a consequence of the definition.

```lean
/-- The intervals of free evolution add up to the total time. -/
theorem sum_gap (h : IsEchoFilter n T t F) : ∑ j ∈ range (n + 1), gap t j = T := by
  simp only [gap]
  rw [sum_range_sub, h.start, h.total_time, sub_zero]
```

The sum of $t_{j+1}-t_j$ telescopes to $T$.

## An exact formula for the excess

```lean
/-- For `m + 1` pulses and `a = T / (2 (m + 1))`, the integral of `F ^ 2` is
`2 (m + 1) a ^ 3 / 3` plus one excess term for each interval. -/
theorem excess_identity {m : ℕ} {a : ℝ} (h : IsEchoFilter (m + 1) T t F)
    (ha : T = 2 * (m + 1) * a) :
    ∫ x in (0 : ℝ)..T, F x ^ 2 = 2 * (m + 1) * a ^ 3 / 3
      + ∑ k ∈ range m, excess F t a (k + 1)
      + (gap t 0 - a) ^ 2 * (gap t 0 + 2 * a) / 3
      + (gap t (m + 1) - a) ^ 2 * (gap t (m + 1) + 2 * a) / 3 := by
  have total := sum_gap h
  have hI := intervalIntegral.sum_integral_adjacent_intervals (f := fun x => F x ^ 2)
    (μ := MeasureTheory.volume) (a := t) (n := m + 1 + 1) (fun k hk =>
      (((Continuous.continuousOn (by fun_prop)).congr (fun x hx =>
        h.affine k (by omega) x hx)).pow 2).intervalIntegrable_of_Icc (h.lt k (by omega)).le)
  rw [h.start, h.total_time] at hI
  have hJ : ∫ x in (0 : ℝ)..T, F x ^ 2
      = ∑ j ∈ range (m + 1 + 1), gap t j * (gap t j ^ 2 / 12 + mean F t j ^ 2) :=
    hI.symm.trans (sum_congr rfl fun j hj =>
      segment_integral h (by have := mem_range.1 hj; omega))
  -- F is zero at the outer end of each end interval
  have first : mean F t 0 ^ 2 = gap t 0 ^ 2 / 4 := by
    rw [mean, phase_step h (Nat.zero_le _), h.start, h.zero_start]
    ring
  have final : mean F t (m + 1) ^ 2 = gap t (m + 1) ^ 2 / 4 := by
    have s := phase_step h (le_refl (m + 1))
    rw [h.total_time, h.refocus] at s
    rw [mean, h.total_time, h.refocus,
      show F (t (m + 1)) = -((-1) ^ (m + 1) * gap t (m + 1)) by linarith]
    rcases neg_one_pow_eq_or ℝ (m + 1) with hs | hs <;> rw [hs] <;> ring
  have e : ∑ k ∈ range m, excess F t a (k + 1)
      = ∑ k ∈ range m, gap t (k + 1) * (gap t (k + 1) ^ 2 / 12 + mean F t (k + 1) ^ 2)
        - a ^ 2 * ∑ k ∈ range m, gap t (k + 1) + m * (4 * a ^ 3 / 3) := by
    have c : (m : ℝ) * (4 * a ^ 3 / 3) = ∑ _k ∈ range m, 4 * a ^ 3 / 3 := by
      rw [sum_const, card_range, nsmul_eq_mul]
    rw [c, mul_sum, ← sum_sub_distrib, ← sum_add_distrib]
    exact sum_congr rfl fun k _ => by rw [excess]; ring
  rw [sum_range_succ, sum_range_succ'] at total hJ
  rw [hJ, e]
  linear_combination gap t 0 * first + gap t (m + 1) * final + a ^ 2 * total + a ^ 2 * ha
```

Write $n=m+1$ and $a=T/(2n)$. The interior intervals are $j=1,\dots,m$, which Lean writes as `k + 1` with `k` in `range m`; for one pulse this sum is empty. Expanding the square gives

$$\frac{\tau^3}{12}=a^2\tau-\frac{4a^3}{3}+\frac{(\tau-2a)^2(\tau+4a)}{12}.$$

On an end interval $F$ is zero at the outer end, so $\mu^2=\tau^2/4$ and the integral is

$$\frac{\tau^3}{3}=a^2\tau-\frac{2a^3}{3}+\frac{(\tau-a)^2(\tau+2a)}{3}.$$

Now add all intervals. The linear terms give $a^2T=2na^3$, the constants give $-4na^3/3$, and together they make $2na^3/3=T^3/(12n^2)$. What remains is the excess.

In the proof, `hI` splits the integral at the pulses and `hJ` inserts the one-interval formula. `first` and `final` supply $\mu^2$ at the ends, `e` expands the interior excess, and `linear_combination` adds everything up.

As a numerical instance, take $n=2$, $T=4$, so $a=1$ and the bound is $4/3$. For lengths $\tfrac12,2,\tfrac32$, $F$ runs through $0,\tfrac12,-\tfrac32,0$, and the formula from the opening gives $\tfrac23(\tfrac18+\tfrac{27}8)=\tfrac73$. The interior interval has the right length but $\mu_1=-\tfrac12$, so its excess is $\tfrac12$. The ends contribute $\tfrac{5}{24}+\tfrac{7}{24}=\tfrac12$. Indeed $\tfrac43+\tfrac12+\tfrac12=\tfrac73$.

## The bound and its equality case

```lean
/-- For `n` refocusing pulses in time `T` the integral of `F ^ 2` is at least
`T ^ 3 / (12 n ^ 2)`, with equality exactly for the CPMG spacing: end intervals `T / (2 n)`,
interior intervals `T / n`. -/
theorem cpmg_optimal (h : IsEchoFilter n T t F) :
    T ^ 3 / (12 * (n : ℝ) ^ 2) ≤ ∫ x in (0 : ℝ)..T, F x ^ 2 ∧
    (∫ x in (0 : ℝ)..T, F x ^ 2 = T ^ 3 / (12 * (n : ℝ) ^ 2) ↔
      gap t 0 = T / (2 * (n : ℝ)) ∧ gap t n = T / (2 * (n : ℝ)) ∧
        ∀ j, 0 < j → j < n → gap t j = T / (n : ℝ)) := by
  obtain ⟨m, rfl⟩ : ∃ m, n = m + 1 := ⟨n - 1, by have := pulse_pos h; omega⟩
  have g : ∀ j ≤ m + 1, 0 < gap t j := fun j hj => sub_pos.2 (h.lt j hj)
  have hT : 0 < T := by
    rw [← sum_gap h]
    exact sum_pos (fun j hj => g j (by have := mem_range.1 hj; omega)) ⟨0, by simp⟩
  obtain ⟨a, ha⟩ : ∃ a : ℝ, a = T / (2 * (m + 1)) := ⟨_, rfl⟩
  have ha0 : 0 < a := by rw [ha]; positivity
  have hTa : T = 2 * (m + 1) * a := by
    have := (eq_div_iff (by positivity)).1 ha
    linear_combination -this
  have e1 : T ^ 3 / (12 * ((m + 1 : ℕ) : ℝ) ^ 2) = 2 * (m + 1) * a ^ 3 / 3 := by
    rw [hTa, div_eq_iff (by positivity)]; push_cast; ring
  have e2 : T / (2 * ((m + 1 : ℕ) : ℝ)) = a := by
    rw [hTa, div_eq_iff (by positivity)]; push_cast; ring
  have e3 : T / ((m + 1 : ℕ) : ℝ) = 2 * a := by
    rw [hTa, div_eq_iff (by positivity)]; push_cast; ring
  rw [e1, e2, e3, excess_identity h hTa]
  have g0 := g 0 (by omega)
  have gl := g (m + 1) le_rfl
  -- every excess term is non-negative
  have p0 : 0 ≤ (gap t 0 - a) ^ 2 * (gap t 0 + 2 * a) / 3 := by positivity
  have pl : 0 ≤ (gap t (m + 1) - a) ^ 2 * (gap t (m + 1) + 2 * a) / 3 := by positivity
  have ps : ∀ k ∈ range m, 0 ≤ excess F t a (k + 1) := fun k hk => by
    have := g (k + 1) (by have := mem_range.1 hk; omega)
    rw [excess]
    positivity
  have pS := sum_nonneg ps
  have key : ∀ x c d : ℝ, 0 < d → (x - c) ^ 2 * d ≤ 0 → x = c := by
    intro x c d hd hx
    by_contra hne
    have := mul_pos (pow_pos (abs_pos.2 (sub_ne_zero.2 hne)) 2) hd
    rw [sq_abs] at this
    linarith
  refine ⟨by linarith, fun he => ?_, fun ⟨h0, hl, hi⟩ => ?_⟩
  · have zS := (sum_eq_zero_iff_of_nonneg ps).1 (by linarith)
    refine ⟨key _ _ (gap t 0 + 2 * a) (by positivity) (by linarith),
      key _ _ (gap t (m + 1) + 2 * a) (by positivity) (by linarith), fun j hj hjm => ?_⟩
    obtain ⟨k, rfl⟩ : ∃ k, j = k + 1 := ⟨j - 1, by omega⟩
    have z := zS k (mem_range.2 (by omega))
    have gk := g (k + 1) (by omega)
    have q : 0 ≤ gap t (k + 1) * mean F t (k + 1) ^ 2 := by positivity
    rw [excess] at z
    exact key _ _ (gap t (k + 1) + 4 * a) (by positivity) (by linarith)
  · -- with CPMG lengths F equals ±a at the pulses
    have amp : ∀ k ≤ m, F (t (k + 1)) = (-1) ^ k * a := by
      intro k
      induction k with
      | zero =>
        intro _
        rw [phase_step h (Nat.zero_le _), h.start, h.zero_start, h0]
        ring
      | succ k ih =>
        intro hk
        rw [phase_step h (show k + 1 ≤ m + 1 by omega), ih (by omega),
          hi (k + 1) (by omega) (by omega)]
        ring
    have z : ∀ k ∈ range m, excess F t a (k + 1) = 0 := fun k hk => by
      have hk' := mem_range.1 hk
      rw [excess, mean, amp k (by omega), amp (k + 1) (by omega),
        hi (k + 1) (by omega) (by omega)]
      ring
    rw [sum_eq_zero z, h0, hl]
    ring
```

For every echo filter, $\int_0^TF^2dx\ge T^3/(12n^2)$. Equality holds if and only if $\tau_0=\tau_n=T/(2n)$ and $\tau_j=T/n$ for $0<j<n$.

The bound follows because lengths and $a$ are positive, so no excess term is negative (`p0`, `pl`, `ps`). At equality every term must vanish. A square times a positive factor is zero only if the square is zero (`key`), and this fixes each length.

Conversely, suppose the lengths are those of CPMG. Then $F(t_1)=a$, and each interior interval of length $2a$ takes $F$ from $\pm a$ to $\mp a$. This is the induction `amp`, $F(t_{k+1})=(-1)^ka$. So $\mu_j=0$ in the interior, and all the excess vanishes.

## The Hahn echo as an example

```lean
/-- The Hahn echo, one pulse at `T / 2` with `F x = min x (T - x)`, is an echo filter
for `T > 0`. -/
theorem hahn_witness (hT : 0 < T) :
    IsEchoFilter 1 T (fun j => j * (T / 2)) (fun x => min x (T - x)) := by
  refine ⟨by simp, by push_cast; ring, fun j _ => by push_cast; linarith,
    fun j hj x hx => ?_, min_eq_left (by linarith),
    (min_eq_right (by linarith)).trans (sub_self T)⟩
  have h1 := hx.1
  have h2 := hx.2
  obtain rfl | rfl : j = 0 ∨ j = 1 := by omega
  · push_cast at h1 h2 ⊢
    rw [min_eq_left (by linarith), min_eq_left (by linarith)]
    ring
  · push_cast at h1 h2 ⊢
    rw [min_eq_right (by linarith), min_eq_right (by linarith)]
    ring

end

end OptimalRefocusing
```

For $T>0$, one pulse at $T/2$ and the triangle $F(x)=\min(x,T-x)$ satisfy the definition. The proof checks the rising and falling halves separately. With $n=1$ the lengths are forced to be equal, so the bound $T^3/12$ is always attained. For more pulses, the CPMG zigzag through $0,a,-a,\dots,0$ also satisfies the definition, so the bound is attained for every $n\ge1$; the Lean file proves this existence only for $n=1$.

```lean
#print axioms OptimalRefocusing.cpmg_optimal
-- 'OptimalRefocusing.cpmg_optimal' depends on axioms: [propext, Classical.choice, Quot.sound]
```
